# End-point Born charges bound the polarization change when the charge does not increase along the path

To estimate the polarization of a ferroelectric from density functional perturbation theory, one multiplies the Born charges of one structure by the ionic displacements that lead from the nonpolar reference phase to the polar phase. The charges change along the way, so the estimate depends on the structure at which they were computed. The problems below find the sign of the resulting error, assuming that the charge does not increase along the path, and its size in a polynomial model.

Let $x$ be a displacement amplitude, with $x=0$ the reference phase and $x=u>0$ the polar phase. Let $P(x)$ be one Cartesian component of the polarization in zero macroscopic electric field, and write $\Delta P=P(u)-P(0)$. The charge is $Z(x)=dP/dx$. For a single displaced sublattice in a cell of fixed volume $\Omega$, this is $eZ^*/\Omega$, where $e$ is the elementary charge and $Z^*$ the usual dimensionless Born effective charge. The polarization of a crystal is defined only up to a quantum, so $P$ means one branch followed continuously from $0$ to $u$. This requires the crystal to stay insulating along the path.

```lean
import Mathlib

open Set

namespace BornChargePolarization

noncomputable section
```

In Lean, $P$ and $Z$ are real functions, and the predicate `IsBornCharge P Z u` links them.

```lean
/-- For `u > 0`: `Z` is the Born charge belonging to the polarization `P` for displacements between
`0` and `u`, that is, the derivative of `P` on that interval, one-sided at its ends. (For `u < 0`
the interval `Icc 0 u` is empty and the condition says nothing.) -/
def IsBornCharge (P Z : ℝ → ℝ) (u : ℝ) : Prop :=
  ∀ x ∈ Icc 0 u, HasDerivWithinAt P (Z x) (Icc 0 u) x
```

`HasDerivWithinAt` on `Icc 0 u` is the ordinary derivative inside the interval and the one-sided derivative at its ends. Continuity of $Z$ is not assumed separately. Electronic structure enters only through this derivative: nothing here computes $Z$ from a Hamiltonian.

## (a) One intermediate charge gives the whole change

Show that there is an amplitude $c$ with $0<c<u$ and
$$\Delta P=u\,Z(c).$$

Subtract from $P$ the straight line through its end points:
$$g(x)=P(x)-P(0)-\frac{x}{u}\,\Delta P .$$
Then $g(0)=g(u)=0$, and $g$ is continuous on $[0,u]$ because $P$ is differentiable there. Either $g$ is zero throughout, or it has a nonzero maximum or minimum at an interior point. In both cases $g'(c)=0$ for some $c$ between $0$ and $u$. Since $g'(c)=Z(c)-\Delta P/u$, the claim follows.

```lean
/-- For a displacement `u > 0`, the polarization change equals `u` times the Born charge
at some intermediate displacement. -/
theorem exists_effective_charge {P Z : ℝ → ℝ} {u : ℝ} (hu : 0 < u)
    (hP : IsBornCharge P Z u) : ∃ c ∈ Ioo 0 u, P u - P 0 = u * Z c := by
  -- the mean value theorem on the displacement path
  obtain ⟨c, hc, h⟩ := exists_hasDerivAt_eq_slope P Z hu
    (fun x hx => (hP x hx).continuousWithinAt)
    (fun x hx => (hP x (Ioo_subset_Icc_self hx)).hasDerivAt (Icc_mem_nhds hx.1 hx.2))
  refine ⟨c, hc, ?_⟩
  have hne : u ≠ 0 := hu.ne'
  rw [h, sub_zero]
  field_simp
```

The Lean statement has `c ∈ Ioo 0 u`, the open interval. Mathlib's mean value theorem, `exists_hasDerivAt_eq_slope`, replaces the argument with $g$. It asks for continuity on the closed interval and a two-sided derivative inside, and both come from `hP`. Its conclusion is that $Z(c)$ equals the slope, and `field_simp` clears the denominator $u$.

## (b) Bounds from the two end charges

Suppose that $Z$ does not increase on $[0,u]$. Show that
$$u\,Z(u)\le \Delta P\le u\,Z(0).$$

Take $c$ from (a). Since $0<c<u$, monotonicity gives $Z(u)\le Z(c)\le Z(0)$. Multiplying by $u>0$ preserves the order, and the middle term becomes $uZ(c)=\Delta P$.

```lean
/-- If the Born charge does not increase from the reference phase `0` to the polar phase
`u > 0`, the polar-phase charge bounds the polarization change from below and the
reference-phase charge bounds it from above. -/
theorem polarization_bounds {P Z : ℝ → ℝ} {u : ℝ} (hu : 0 < u)
    (hP : IsBornCharge P Z u) (hZ : AntitoneOn Z (Icc 0 u)) :
    u * Z u ≤ P u - P 0 ∧ P u - P 0 ≤ u * Z 0 := by
  obtain ⟨c, hc, h⟩ := exists_effective_charge hu hP
  have hc' := Ioo_subset_Icc_self hc
  rw [h]
  exact ⟨mul_le_mul_of_nonneg_left (hZ hc' (right_mem_Icc.2 hu.le) hc.2.le) hu.le,
    mul_le_mul_of_nonneg_left (hZ (left_mem_Icc.2 hu.le) hc' hc.1.le) hu.le⟩
```

`AntitoneOn Z (Icc 0 u)` is the assumption that $Z$ does not increase. Physically, it says that the signed polarization change per unit of further displacement never grows at any stage of the path. This is a property of the material and the path, and it is assumed here, not derived. The two terms in the final `exact` are the two multiplications by $u$.

The bounds concern signed values. If $Z$ is negative and not constant along the path, the polar-phase charge still gives the algebraically smaller number, but that number has the larger magnitude.

## (c) Strict bounds for a strictly decreasing charge

Suppose that $Z$ strictly decreases on $[0,u]$. Show that
$$u\,Z(u)<\Delta P<u\,Z(0).$$

The point $c$ from (a) lies strictly between the ends, so $Z(u)<Z(c)<Z(0)$. Multiplication by $u>0$ gives the result.

```lean
/-- If the Born charge strictly decreases from `0` to `u > 0`, the polar-phase charge
strictly underestimates and the reference-phase charge strictly overestimates the
polarization change. -/
theorem polarization_strict_bounds {P Z : ℝ → ℝ} {u : ℝ} (hu : 0 < u)
    (hP : IsBornCharge P Z u) (hZ : StrictAntiOn Z (Icc 0 u)) :
    u * Z u < P u - P 0 ∧ P u - P 0 < u * Z 0 := by
  obtain ⟨c, hc, h⟩ := exists_effective_charge hu hP
  have hc' := Ioo_subset_Icc_self hc
  rw [h]
  exact ⟨mul_lt_mul_of_pos_left (hZ hc' (right_mem_Icc.2 hu.le) hc.2) hu,
    mul_lt_mul_of_pos_left (hZ (left_mem_Icc.2 hu.le) hc' hc.1) hu⟩
```

`StrictAntiOn` replaces `AntitoneOn`, and the strict multiplication lemma replaces the weak one. This is where the open interval in (a) is used: with $c$ equal to $0$ or $u$, one of the inequalities would be an equality.

## (d) Many ions moving along one pattern

Now let $P$ be a differentiable function of all ionic coordinates $r_i$ jointly, measured from the reference structure, with Born charges $Z_i=\partial P/\partial r_i$. The ions move along a fixed pattern $e=(e_i)$, so that $r_i=x\,e_i$. Define the mode charge
$$Z_{\rm m}(x)=\sum_i e_i\,Z_i(xe)$$
and suppose that it does not increase on $[0,u]$. Show that
$$u\,Z_{\rm m}(u)\le P(ue)-P(0)\le u\,Z_{\rm m}(0).$$

By the chain rule,
$$\frac{d}{dx}P(xe)=\sum_i \frac{\partial P}{\partial r_i}(xe)\,e_i=Z_{\rm m}(x).$$
The mode charge is therefore the Born charge of the one-variable function $x\mapsto P(xe)$, and (b) applies to it.

The assumption concerns the weighted sum, not the separate charges. These cannot all decrease together: a rigid shift of the whole neutral crystal leaves $P$ unchanged, so for each direction of displacement the $Z_i$ of all ions add up to zero at every structure. If some of them fall along the path, others must rise. Where $e_i<0$, a rising $Z_i$ lowers the mode charge.

```lean
/-- The mode charge at amplitude `x`: the Born charges `Z` of all ionic coordinates,
taken at the displacements `x • e` and weighted by the displacement pattern `e`. -/
def modeCharge {ι : Type*} [Fintype ι] (Z : (ι → ℝ) → ι → ℝ) (e : ι → ℝ) (x : ℝ) : ℝ :=
  ∑ i, e i * Z (x • e) i
```

The index type `ι` labels the ionic coordinates, that is, pairs of an ion and a Cartesian direction. The pattern needs no normalisation, but $ue_i$ must be an actual displacement and not a mass-weighted one.

```lean
/-- Many ions: let the polarization be differentiable in all coordinates jointly at each point
`x • e` of the path from `x = 0` to `x = u`, with the Born charges as its partial derivatives. If
the mode charge does not increase up to the amplitude `u > 0`, its values at the two ends bound the
polarization change. -/
theorem mode_polarization_bounds {ι : Type*} [Fintype ι] {P : (ι → ℝ) → ℝ}
    {Z : (ι → ℝ) → ι → ℝ} {e : ι → ℝ} {u : ℝ} (hu : 0 < u)
    (hP : ∀ x ∈ Icc 0 u, HasFDerivAt P
      (∑ i, Z (x • e) i • (ContinuousLinearMap.proj i : (ι → ℝ) →L[ℝ] ℝ)) (x • e))
    (hZ : AntitoneOn (modeCharge Z e) (Icc 0 u)) :
    u * modeCharge Z e u ≤ P (u • e) - P 0 ∧
      P (u • e) - P 0 ≤ u * modeCharge Z e 0 := by
  -- chain rule: the mode charge is the Born charge along the mode
  have hB : IsBornCharge (fun x => P (x • e)) (modeCharge Z e) u := by
    intro x hx
    have hl : HasDerivAt (fun t : ℝ => t • e) e x :=
      ((hasDerivAt_id' x).smul_const e).congr_deriv (one_smul ℝ e)
    have h := (hP x hx).comp_hasDerivAt x hl
    exact (h.congr_deriv (by
      simp [modeCharge, sum_apply, mul_comm])).hasDerivWithinAt
  have h := polarization_bounds hu hB hZ
  simpa only [zero_smul] using h
```

The hypothesis `hP` says that $P$ is differentiable in all coordinates at each point of the path, with a derivative that sends a displacement $v$ to $\sum_i Z_i v_i$. This is more than differentiability along the path alone. The path is a straight line, and strain is not among the variables. In the proof, `hl` is the derivative $e$ of $x\mapsto xe$, `comp_hasDerivAt` is the chain rule, and `polarization_bounds` is part (b).

## (e) The charge of an odd polynomial model

If the reference phase has an inversion centre and the displacement is odd under it, the change of $P$ is odd in $x$. A model with the first three odd terms is
$$P(x)=p_0+ax+bx^3+cx^5 .$$
Here $c$ is a coefficient and no longer the amplitude of (a). The constant $p_0$ is the value of the chosen branch at the reference phase, which need not be zero.

```lean
/-- Model polarization: a constant `p₀` plus linear, cubic and quintic terms in the
displacement `x`. -/
def oddPolarization (p₀ a b c x : ℝ) : ℝ := p₀ + (a * x + b * x ^ 3 + c * x ^ 5)
```

Show that the Born charge of this model is
$$Z(x)=a+3bx^2+5cx^4 .$$

Differentiating term by term, $p_0$ contributes nothing, $ax$ gives $a$, $bx^3$ gives $3bx^2$, and $cx^5$ gives $5cx^4$.

```lean
/-- The charge function `a + 3 b x² + 5 c x⁴` of the model polarization. -/
def oddCharge (a b c x : ℝ) : ℝ := a + 3 * b * x ^ 2 + 5 * c * x ^ 4
```

The formula enters Lean as a definition, and the next theorem connects it with the polarization.

```lean
/-- The charge function of the model is the Born charge of the model polarization. -/
theorem oddCharge_isBornCharge (p₀ a b c u : ℝ) :
    IsBornCharge (oddPolarization p₀ a b c) (oddCharge a b c) u := by
  intro x _
  have h1 := (hasDerivAt_id' x).const_mul a
  have h3 := (hasDerivAt_pow 3 x).const_mul b
  have h5 := (hasDerivAt_pow 5 x).const_mul c
  have h := ((h1.fun_add h3).fun_add h5).const_add p₀
  exact (h.congr_deriv (by unfold oddCharge; norm_num; ring)).hasDerivWithinAt
```

The facts `h1`, `h3` and `h5` are the derivatives of the three powers with their coefficients. They are added, and `ring` brings the sum to the form of `oddCharge`.

## (f) The error of a two-point estimate

For the model of (e), show that
$$\frac{u\,\bigl(2Z(0)+Z(u)\bigr)}{3}-\Delta P=\frac23\,c\,u^5 .$$

From (e), $Z(0)=a$ and $Z(u)=a+3bu^2+5cu^4$, so
$$\frac u3\bigl(2Z(0)+Z(u)\bigr)=\frac u3\bigl(3a+3bu^2+5cu^4\bigr)=au+bu^3+\frac53cu^5 .$$
Subtracting $\Delta P=au+bu^3+cu^5$ leaves $\frac23cu^5$. The estimate is exact when $c=0$, that is, for the cubic model.

```lean
/-- In the model with a quintic term `c x⁵`, the estimate `u (2 Z(0) + Z(u)) / 3` exceeds
the polarization change by exactly `(2/3) c u⁵`. -/
theorem two_point_error (p₀ a b c u : ℝ) :
    u * (2 * oddCharge a b c 0 + oddCharge a b c u) / 3
      - (oddPolarization p₀ a b c u - oddPolarization p₀ a b c 0) = 2 / 3 * c * u ^ 5 := by
  unfold oddCharge oddPolarization
  ring
```

The statement holds for every real $u$. After the definitions are unfolded it is a polynomial identity, which `ring` proves.

In an actual calculation, the Born charge tensors are computed once at the reference structure and once at the polar structure, in the same cell. Each set is contracted with the same ionic displacements $\Delta r_{\kappa\beta}$, where $\kappa$ labels the ion and $\alpha,\beta$ are Cartesian directions:
$$\frac{e}{\Omega}\sum_{\kappa\beta}Z^*_{\kappa,\alpha\beta}\,\Delta r_{\kappa\beta},$$
with $e$ again the elementary charge. The two results are $uZ_{\rm m}(0)$ and $uZ_{\rm m}(u)$. If they were, say, $0.30$ and $0.24\ \mathrm{C/m^2}$, the combined estimate would be $(2\cdot0.30+0.24)/3=0.28\ \mathrm{C/m^2}$. By (d), the polarization change lies between $0.24$ and $0.30\ \mathrm{C/m^2}$ if the mode charge does not increase in between, which the two end values alone do not show.

## (g) The weights are unique

Fix $u\ne0$ and set $c=0$. Show that
$$u\,\bigl(w_0Z(0)+w_1Z(u)\bigr)=\Delta P\ \text{ for all } p_0,a,b
\quad\Longleftrightarrow\quad w_0=\tfrac23,\ w_1=\tfrac13 .$$

The two sides of the equation on the left are
$$(w_0+w_1)\,au+3w_1\,bu^3\qquad\text{and}\qquad au+bu^3 .$$
Choosing $a=1$, $b=0$ and dividing by $u$ gives $w_0+w_1=1$. Choosing $a=0$, $b=1$ and dividing by $u^3$ gives $3w_1=1$. Hence $w_1=\frac13$ and $w_0=\frac23$. Conversely, these weights make the two expressions equal for all $a$ and $b$.

```lean
/-- At a displacement `u ≠ 0`, a weighted sum of the reference-phase and polar-phase charges
gives the exact polarization change for every cubic model if and only if the weights are
`2/3` and `1/3`. -/
theorem two_point_exact_iff {u : ℝ} (hu : u ≠ 0) (w₀ w₁ : ℝ) :
    (∀ p₀ a b : ℝ, u * (w₀ * oddCharge a b 0 0 + w₁ * oddCharge a b 0 u)
      = oddPolarization p₀ a b 0 u - oddPolarization p₀ a b 0 0) ↔
      w₀ = 2 / 3 ∧ w₁ = 1 / 3 := by
  unfold oddCharge oddPolarization
  constructor
  · intro h
    -- the linear term fixes the sum of the weights, the cubic term fixes `w₁`
    have h1 := h 0 1 0
    have h2 := h 0 0 1
    have hs : w₀ + w₁ = 1 := mul_left_cancel₀ hu (by linear_combination h1)
    have hw : w₁ = 1 / 3 :=
      mul_left_cancel₀ (pow_ne_zero 3 hu) (by linear_combination h2 / 3)
    exact ⟨by linarith, hw⟩
  · rintro ⟨rfl, rfl⟩ p₀ a b
    ring
```

The quantifier over `p₀ a b` stands inside the equivalence, so the weights must serve all cubic models at once. For a single model, other weights can also work. The instances `h1` and `h2` are the two choices above, and `mul_left_cancel₀` carries out the divisions by $u$ and $u^3$.

## (h) A cubic model with a falling charge

Let $c=0$, $b<0$ and $u>0$. Show that the model satisfies
$$u\,(a+3bu^2)<\Delta P<u\,a .$$

For $0\le x<y$ we have $x^2<y^2$, and multiplying by $3b<0$ reverses the order, so $Z(y)<Z(x)$. The charge strictly decreases, and (c) gives both inequalities. The gaps can also be read off directly:
$$\Delta P-uZ(u)=-2bu^3,\qquad uZ(0)-\Delta P=-bu^3 .$$
Both are positive. The polar-phase estimate is off by twice as much as the reference-phase estimate, which matches the weights in (g).

```lean
/-- In the cubic model with `b < 0` and `u > 0`, the polar-phase charge strictly
underestimates and the reference-phase charge strictly overestimates the polarization
change. -/
theorem cubic_strict_bounds (p₀ a : ℝ) {b u : ℝ} (hb : b < 0) (hu : 0 < u) :
    u * oddCharge a b 0 u < oddPolarization p₀ a b 0 u - oddPolarization p₀ a b 0 0 ∧
      oddPolarization p₀ a b 0 u - oddPolarization p₀ a b 0 0 < u * oddCharge a b 0 0 := by
  refine polarization_strict_bounds hu (oddCharge_isBornCharge p₀ a b 0 u) ?_
  -- a negative cubic coefficient makes the charge fall with displacement
  intro x hx y _ hxy
  have hsq : x ^ 2 < y ^ 2 := pow_lt_pow_left₀ hxy hx.1 two_ne_zero
  have hmul := mul_lt_mul_of_neg_left hsq hb
  simp only [oddCharge]
  nlinarith [hmul]

end

end BornChargePolarization
```

The sign condition `hb : b < 0` stands for a charge whose signed value falls as the ions move off centre, whatever the electronic cause. The proof applies `polarization_strict_bounds` to the derivative from (e), which leaves the strict decrease to be shown. There `hsq` is $x^2<y^2$, `hmul` is its product with $b$, and `nlinarith` completes the comparison of the two charges.

```lean
#print axioms BornChargePolarization.mode_polarization_bounds
#print axioms BornChargePolarization.two_point_error
#print axioms BornChargePolarization.two_point_exact_iff
#print axioms BornChargePolarization.cubic_strict_bounds
```

```
'BornChargePolarization.mode_polarization_bounds' depends on axioms: [propext, Classical.choice, Quot.sound]
'BornChargePolarization.two_point_error' depends on axioms: [propext, Classical.choice, Quot.sound]
'BornChargePolarization.two_point_exact_iff' depends on axioms: [propext, Classical.choice, Quot.sound]
'BornChargePolarization.cubic_strict_bounds' depends on axioms: [propext, Classical.choice, Quot.sound]
```
